# Omitting empty bands never weakens the static RPA screened interaction in a finite basis

## Matrices, order and band sum

Let $v$ be the bare Coulomb interaction in a finite density basis, for example a set of plane waves, and let $v$ be Hermitian and positive definite. Physically, every nonzero charge density in the basis has positive electrostatic energy. Let $Q$ be minus the static polarizability, $Q=-\chi_0$, so that a normal response has $Q\ge 0$. The screened interaction is

$$W(Q)=(v^{-1}+Q)^{-1}.$$

For Hermitian matrices, $X\le Y$ means that $Y-X$ is positive semidefinite, that is, $x^\dagger Xx\le x^\dagger Yx$ for every vector $x$.

Occupied bands $i$ have energies $\varepsilon_i$, and empty bands $a$ have energies $\varepsilon_a$. With transition densities $\rho_{ia}$, written as vectors in the density basis, a finite set $S$ of empty bands gives

$$Q_S=\sum_{a\in S}\sum_i \frac{2}{\varepsilon_a-\varepsilon_i}\,\rho_{ia}\rho_{ia}^\dagger .$$

The factor 2 joins the two time orderings, which contribute equally under time-reversal symmetry; $S$ should therefore contain time-reversed partners together. Each label stands for a single state, so it includes the spin and, in a crystal, the wavevector; normalisation factors such as the volume are absorbed in $\rho_{ia}$.

## The ordering of screened interactions

If $0\le A\le B$, then

$$W(B)\le W(A).$$

Conversely, if $A,B\ge 0$ and $W(B)\le W(A)$, then $A\le B$. For band sums with $S\subseteq T$ and every empty band in $T$ above every occupied band,

$$W(Q_T)\le W(Q_S).$$

The smaller set of bands gives the interaction that is at least as strong.

## Convergence with the number of empty bands

A code that builds a static RPA interaction from a truncated band sum has a truncation error of known sign, provided that the orbitals, energies and density basis stay fixed. As bands are added, each diagonal element of $W$, and each expectation value $x^\dagger Wx$, can only fall or stay the same. Off-diagonal elements may move either way.

This gives a check on an implementation: the lowest eigenvalue of $W(Q_S)-W(Q_T)$ should be nonnegative up to roundoff. A clearly negative value shows that the code is wrong or that a condition of the theorem is broken. Possible causes include a sign error, a gap of the wrong sign, a bare interaction that is not positive definite, and two runs that did not use the same orbitals, energies or basis.

## Derivation from an exact difference of inverses

First, $W(Q)$ is the RPA interaction. For $Q\ge 0$ the matrix $v^{-1}+Q$ is positive definite, hence invertible. Multiplying $(v^{-1}+Q)W=1$ by $v$ from the left gives $W+vQW=v$, or

$$W=v-vQW=v+v\chi_0W.$$

Now let $M$ and $N$ be invertible and put $D=N-M$. Expanding the products gives

$$N^{-1}DM^{-1}=M^{-1}-N^{-1},\qquad M^{-1}DN^{-1}=M^{-1}-N^{-1}.$$

The second equation says $M^{-1}=N^{-1}+M^{-1}DN^{-1}$. Inserting this into the left side of the first yields

$$M^{-1}-N^{-1}=N^{-1}DN^{-1}+N^{-1}DM^{-1}DN^{-1}.$$

If $M$ and $N$ are positive definite and $D\ge 0$, take any $x$ and set $y=N^{-1}x$. Then

$$x^\dagger(M^{-1}-N^{-1})x=y^\dagger Dy+(Dy)^\dagger M^{-1}(Dy)\ge 0.$$

Thus inversion reverses the order. Choose $M=v^{-1}+A$ and $N=v^{-1}+B$. Both are positive definite, because $B=A+(B-A)\ge 0$, and $D=B-A\ge 0$. This proves $W(B)\le W(A)$.

For the converse, apply the same reversal to the positive definite matrices $W(B)\le W(A)$. It gives $W(A)^{-1}\le W(B)^{-1}$, that is, $v^{-1}+A\le v^{-1}+B$, and $v^{-1}$ cancels.

For the band sum, positive gaps imply

$$x^\dagger Q_Sx=\sum_{a\in S}\sum_i\frac{2}{\varepsilon_a-\varepsilon_i}\,|\rho_{ia}^\dagger x|^2\ge 0.$$

The difference $Q_T-Q_S=Q_{T\setminus S}$ is the same kind of sum over the omitted bands, so $0\le Q_S\le Q_T$, and the ordering of the interactions follows.

In a one-dimensional density basis, with numbers $v>0$ and $0\le A\le B$, the result reads

$$W(A)-W(B)=\frac{v}{1+vA}-\frac{v}{1+vB}=\frac{v^2(B-A)}{(1+vA)(1+vB)}\ge 0.$$

In any dimension, the limiting choice $S=\varnothing$ gives $Q_S=0$ and $W(Q_S)=v$: the bare interaction is the upper bound from which $W$ descends as bands are added.

## Lean source

```lean
import Mathlib

open Matrix
open scoped ComplexOrder

namespace EmptyBandScreening

noncomputable section

variable {n : Type*} [Fintype n] [DecidableEq n]

/-- The statically screened interaction `W = (v⁻¹ + Q)⁻¹` for a bare interaction `v` and minus the
static polarizability `Q`; its domain is `v` and `v⁻¹ + Q` invertible. -/
def screened (v Q : Matrix n n ℂ) : Matrix n n ℂ := (v⁻¹ + Q)⁻¹

/-- Minus the static polarizability of time-reversal-symmetric bands, summed over all occupied
bands `i` and the empty bands `a` in `S`, with transition densities `ρ i a`; its domain is
nonzero gaps `εe a - εo i`. -/
def bandPolarizability {o e : Type*} [Fintype o] (εo : o → ℝ) (εe : e → ℝ)
    (ρ : o → e → n → ℂ) (S : Finset e) : Matrix n n ℂ :=
  ∑ a ∈ S, ∑ i, ((2 / (εe a - εo i) : ℝ) : ℂ) • vecMulVec (ρ i a) (star (ρ i a))

/-- For positive definite `v` and positive semidefinite `Q`, the screened interaction solves the
RPA Dyson equation `W = v - v Q W`. -/
theorem screened_dyson {v Q : Matrix n n ℂ} (hv : v.PosDef) (hQ : Q.PosSemidef) :
    screened v Q = v - v * Q * screened v Q := by
  have hvu : IsUnit v.det := isUnit_iff_ne_zero.mpr hv.det_pos.ne'
  have hMu : IsUnit (v⁻¹ + Q).det :=
    isUnit_iff_ne_zero.mpr (hv.inv.add_posSemidef hQ).det_pos.ne'
  have h : (v⁻¹ + Q) * screened v Q = 1 := mul_nonsing_inv _ hMu
  -- multiply the defining relation by the bare interaction
  have h2 : v * ((v⁻¹ + Q) * screened v Q) = screened v Q + v * Q * screened v Q := by
    rw [← mul_assoc, mul_add, mul_nonsing_inv _ hvu, add_mul, one_mul]
  rw [h, mul_one] at h2
  exact eq_sub_of_add_eq h2.symm

/-- The difference of the inverses of two invertible matrices, written exactly as a sum of two
terms that are symmetric in form. -/
theorem inv_sub_inv_eq {M N : Matrix n n ℂ} (hM : IsUnit M.det) (hN : IsUnit N.det) :
    M⁻¹ - N⁻¹ = N⁻¹ * (N - M) * N⁻¹ + N⁻¹ * (N - M) * M⁻¹ * (N - M) * N⁻¹ := by
  have h1 : M⁻¹ - N⁻¹ = N⁻¹ * (N - M) * M⁻¹ := by
    rw [mul_sub, nonsing_inv_mul _ hN, sub_mul, one_mul, mul_assoc,
      mul_nonsing_inv _ hM, mul_one]
  have h2 : M⁻¹ - N⁻¹ = M⁻¹ * (N - M) * N⁻¹ := by
    rw [mul_sub, nonsing_inv_mul _ hM, sub_mul, one_mul, mul_assoc,
      mul_nonsing_inv _ hN, mul_one]
  -- insert the second form of the difference into the first
  calc M⁻¹ - N⁻¹ = N⁻¹ * (N - M) * M⁻¹ := h1
    _ = N⁻¹ * (N - M) * (N⁻¹ + (M⁻¹ - N⁻¹)) := by rw [add_sub_cancel]
    _ = N⁻¹ * (N - M) * (N⁻¹ + M⁻¹ * (N - M) * N⁻¹) := by rw [h2]
    _ = _ := by
      rw [mul_add]
      simp only [mul_assoc]

/-- Inversion reverses the order of positive definite matrices: if `M ≤ N`, then
`N⁻¹ ≤ M⁻¹`. -/
theorem inv_antitone {M N : Matrix n n ℂ} (hM : M.PosDef) (hN : N.PosDef)
    (h : (N - M).PosSemidef) : (M⁻¹ - N⁻¹).PosSemidef := by
  have hY : (N⁻¹)ᴴ = N⁻¹ := hN.inv.isHermitian.eq
  have hD : (N - M)ᴴ = N - M := h.isHermitian.eq
  -- both terms of the exact difference are congruences of positive matrices
  have h1 := h.conjTranspose_mul_mul_same N⁻¹
  rw [hY] at h1
  have h2 := hM.inv.posSemidef.conjTranspose_mul_mul_same ((N - M) * N⁻¹)
  rw [conjTranspose_mul, hY, hD, ← mul_assoc] at h2
  rw [inv_sub_inv_eq (isUnit_iff_ne_zero.mpr hM.det_pos.ne')
    (isUnit_iff_ne_zero.mpr hN.det_pos.ne')]
  exact h1.add h2

/-- For a positive definite bare interaction and `0 ≤ A ≤ B`, the weaker polarizability `A` leaves
the stronger screened interaction: `(v⁻¹ + B)⁻¹ ≤ (v⁻¹ + A)⁻¹`. -/
theorem screened_antitone {v A B : Matrix n n ℂ} (hv : v.PosDef) (hA : A.PosSemidef)
    (hAB : (B - A).PosSemidef) : (screened v A - screened v B).PosSemidef := by
  have hB : B.PosSemidef := by
    have h := hA.add hAB
    rwa [add_sub_cancel] at h
  apply inv_antitone (hv.inv.add_posSemidef hA) (hv.inv.add_posSemidef hB)
  rwa [add_sub_add_left_eq_sub]

/-- Conversely, for positive definite `v` and positive semidefinite `A` and `B`, if the screened
interaction of `B` lies below that of `A`, then `A ≤ B`. -/
theorem polarizability_le_of_screened_le {v A B : Matrix n n ℂ} (hv : v.PosDef)
    (hA : A.PosSemidef) (hB : B.PosSemidef)
    (hW : (screened v A - screened v B).PosSemidef) : (B - A).PosSemidef := by
  have hM := hv.inv.add_posSemidef hA
  have hN := hv.inv.add_posSemidef hB
  -- invert the two screened interactions once more
  have h := inv_antitone hN.inv hM.inv hW
  rwa [nonsing_inv_nonsing_inv _ (isUnit_iff_ne_zero.mpr hN.det_pos.ne'),
    nonsing_inv_nonsing_inv _ (isUnit_iff_ne_zero.mpr hM.det_pos.ne'),
    add_sub_add_left_eq_sub] at h

omit [DecidableEq n] in
/-- If every empty band in `S` lies above every occupied band, minus the static polarizability
summed over `S` is positive semidefinite. -/
theorem bandPolarizability_posSemidef {o e : Type*} [Fintype o] {εo : o → ℝ} {εe : e → ℝ}
    (ρ : o → e → n → ℂ) {S : Finset e} (gap : ∀ a ∈ S, ∀ i, εo i < εe a) :
    (bandPolarizability εo εe ρ S).PosSemidef := by
  refine posSemidef_sum _ fun a ha => posSemidef_sum _ fun i _ => ?_
  have hw : 0 ≤ 2 / (εe a - εo i) :=
    div_nonneg zero_le_two (sub_nonneg.mpr (gap a ha i).le)
  exact (posSemidef_vecMulVec_self_star (ρ i a)).smul (Complex.zero_le_real.mpr hw)

/-- For positive definite `v` and empty bands `T` above all occupied bands, keeping only a subset
`S` of the empty bands gives a screened interaction at least as strong as keeping all of `T`. -/
theorem screened_omit_bands {o e : Type*} [Fintype o] {v : Matrix n n ℂ} (hv : v.PosDef)
    {εo : o → ℝ} {εe : e → ℝ} (ρ : o → e → n → ℂ) {S T : Finset e} (hST : S ⊆ T)
    (gap : ∀ a ∈ T, ∀ i, εo i < εe a) :
    (screened v (bandPolarizability εo εe ρ S) -
      screened v (bandPolarizability εo εe ρ T)).PosSemidef := by
  classical
  apply screened_antitone hv
    (bandPolarizability_posSemidef ρ fun a ha => gap a (hST ha))
  -- the missing polarizability is the sum over the omitted bands
  have h : bandPolarizability εo εe ρ T - bandPolarizability εo εe ρ S =
      bandPolarizability εo εe ρ (T \ S) :=
    sub_eq_of_eq_add (Finset.sum_sdiff hST).symm
  rw [h]
  exact bandPolarizability_posSemidef ρ fun a ha => gap a (Finset.mem_sdiff.mp ha).1

end

end EmptyBandScreening
```

```lean
#print axioms EmptyBandScreening.screened_dyson
#print axioms EmptyBandScreening.polarizability_le_of_screened_le
#print axioms EmptyBandScreening.screened_omit_bands
```

```
'EmptyBandScreening.screened_dyson' depends on axioms: [propext, Classical.choice, Quot.sound]
'EmptyBandScreening.polarizability_le_of_screened_le' depends on axioms: [propext, Classical.choice, Quot.sound]
'EmptyBandScreening.screened_omit_bands' depends on axioms: [propext, Classical.choice, Quot.sound]
```

## How the Lean statements map to the physics

The finite type `n` labels the density basis, and `Matrix n n ℂ` holds $v$, $Q$ and $W$. `PosDef` and `PosSemidef` both include Hermiticity. The order is written through differences: `(B - A).PosSemidef` is $A\le B$. The function `screened v Q` is $W(Q)$, and `screened_dyson` ties it to the RPA equation with the sign convention above.

In `bandPolarizability`, the types `o` and `e` label occupied and empty bands, `εo` and `εe` are their energies, and `vecMulVec (ρ i a) (star (ρ i a))` is $\rho_{ia}\rho_{ia}^\dagger$. The occupied bands are finite in number; the type of empty bands may be infinite, but each sum runs over a finite set.

`screened_antitone` is the ordering for general matrices, and `polarizability_le_of_screened_le` is its converse. `screened_omit_bands` is the statement about band truncation. There, positivity of the polarizability is derived from the hypothesis `gap`, which places every band in `T` above every occupied band.

## From the matrix identity to the band theorem

`inv_sub_inv_eq` proves the exact difference of inverses. Its `h1` and `h2` are the two one-term forms, and the `calc` block inserts the second into the first.

`inv_antitone` replaces the vector $x$ by congruences. The lemma `conjTranspose_mul_mul_same` says that $C^\dagger XC$ is positive semidefinite when $X$ is. With $C=N^{-1}$ and $X=D$ it gives the first term; with $C=DN^{-1}$ and $X=M^{-1}$ it gives the second. Hermiticity of $N^{-1}$ and $D$ removes the daggers, and `h1.add h2` adds the terms.

`screened_antitone` first obtains $B\ge 0$, then applies this reversal and cancels $v^{-1}$. The converse applies it to the two screened interactions and undoes the double inverses. `bandPolarizability_posSemidef` treats each transition as a nonnegative weight times a positive semidefinite matrix. Finally, `screened_omit_bands` uses `Finset.sum_sdiff` to identify the missing polarizability with the sum over `T \ S`.

## Range of validity

The theorems fix the sign of the truncation error but give neither its size nor a convergence rate, and the inequality need not be strict: bands whose transition densities vanish in the basis change nothing. They compare matrices in one finite basis, with no limit of infinite basis or cell size. The divergent long-wavelength Coulomb component must be removed or regularised first, and a truncated Coulomb kernel with a zero eigenvalue does not satisfy the hypothesis on $v$.

The band theorem assumes fully occupied and fully empty states separated in energy. A finite-cell uniform electron gas with a closed shell fits this description; fractional occupations would need a different band sum. Vertex corrections and nonzero real frequencies lie beyond this static RPA model.

The same argument extends to imaginary frequency $i\omega$, with $\omega$ real. Under the same time-reversal convention, the weight $2/\Delta$ for a gap $\Delta>0$ becomes $2\Delta/(\Delta^2+\omega^2)$, which is still positive, so adding bands again lowers $W(i\omega)$ or leaves it unchanged. The file defines only the static sum, but `screened_antitone` accepts any pair of matrices with $0\le A\le B$.
